# Projecting k orthonormal occupied orbitals out of the n linearly independent basis functions that expand them leaves an overlap matrix of rank n − k

When I build a virtual space from projected atomic orbitals, I diagonalise their overlap matrix and discard the eigenvectors with eigenvalue zero before orthonormalising the rest. With $n$ basis functions and $k$ occupied orbitals I expect to discard exactly $k$ vectors, and I expect their coefficients, read in the original basis, to span the occupied space.

In matrices, let $S$ be the real positive definite overlap of the basis, and let the columns of the $n\times k$ matrix $C$ hold the coefficients of the occupied orbitals in this basis, with $C^TSC=1$. The projected orbitals are the columns of $Q=1-CC^TS$. The claim is that $Q^2=Q$, that $C^TSQ=0$, and that $Q^TSQ$ has the column space of $C$ as its kernel and rank $n-k$. Can this be proved rigorously, with a proof that a machine has checked?

## The discarded vectors span the occupied space

Yes. The argument needs only orthonormality, positive definiteness and a dimension count. It justifies the number of discarded vectors for the full set of projected orbitals in a finite real basis and exact arithmetic; it does not fix that number for the subset of projected orbitals in a local domain, nor does it choose a numerical threshold.

### From orthonormality to the rank

The occupied part of the projector is idempotent:
$$(CC^TS)(CC^TS)=C(C^TSC)C^TS=CC^TS.$$
Hence $Q^2=1-2CC^TS+CC^TS=Q$. The same use of $C^TSC=1$ gives
$$C^TSQ=C^TS-(C^TSC)C^TS=0,\qquad QC=C-C(C^TSC)=0.$$

Since $S$ is symmetric, $Q^T=1-SCC^T$, and the projected overlap simplifies:
$$Q^TSQ=SQ-SC\,(C^TSQ)=SQ.$$

Now suppose $SQx=0$, and put $v=Qx$. Then $v^TSv=0$, so positive definiteness forces $v=0$. Written out, $Qx=0$ says $x=C(C^TSx)$, which puts $x$ in the column space of $C$. Conversely, if $x=Cy$, then $SQx=SQCy=0$. The kernel is therefore exactly the occupied space.

That space has dimension $k$: if $Cy=Cz$, multiplying by $C^TS$ gives $y=z$. Rank–nullity then yields $\operatorname{rank}(Q^TSQ)+k=n$.

There is also a least-squares reading. Write $c=C^TSx$ for the occupied components of $x$. Because $Q^TSQ=S-SCC^TS$, we have $x^TSx=x^TQ^TSQx+c^Tc$, and so for every $y$
$$\begin{aligned}(x-Cy)^TS(x-Cy)&=x^TSx-2c^Ty+y^Ty\\&=x^TQ^TSQx+(c-y)^T(c-y).\end{aligned}$$
The best occupied approximation to $x$ has $y=c$, and the projected overlap gives the squared norm of what remains.

### What the Lean statements say

In the file, `n` and `k` are finite index types for basis functions and occupied orbitals; the numbers $n$ and $k$ above are `Fintype.card n` and `Fintype.card k`. The matrix $Q$ is `virtualProjector S C`, and $Q^TSQ$ is `paoOverlap S C`.

The main theorem, `projected_orbitals`, has two hypotheses. `S.PosDef` says that $S$ is symmetric and gives every nonzero coefficient vector a positive squared norm, which is the linear independence of the basis functions. `hC` is the orthonormality of the occupied orbitals in the metric $S$. Nothing requires them to solve the Hartree–Fock equations.

The conclusion has four parts: idempotence, $S$-orthogonality, the kernel and the rank. `mulVecLin` turns a matrix into the linear map $x\mapsto Ax$, so `LinearMap.ker` and `LinearMap.range` are the null space and the column space. The rank appears as a sum, `(paoOverlap S C).rank + Fintype.card k = Fintype.card n`, because subtraction of natural numbers in Lean stops at zero. The extreme cases are included: with no occupied orbitals $Q=1$, and with $k=n$ the projected overlap vanishes.

The theorem `residual_norm` is the least-squares identity. It assumes only that $S$ is symmetric, together with orthonormality, and so it is stated for the quadratic form of $S$; when $S$ is also positive definite, the left side is the squared norm of the residual.

```lean
import Mathlib

open Matrix

namespace ProjectedAtomicOrbitals

noncomputable section

variable {n k : Type*} [Fintype n] [DecidableEq n] [Fintype k]

/-- The matrix `Q = 1 - C Cᵀ S` that removes the occupied orbitals `C` from the basis functions
with overlap `S`; its columns are the projected atomic orbitals. -/
def virtualProjector (S : Matrix n n ℝ) (C : Matrix n k ℝ) : Matrix n n ℝ :=
  1 - C * Cᵀ * S

/-- The overlap matrix `Qᵀ S Q` of the projected atomic orbitals. -/
def paoOverlap (S : Matrix n n ℝ) (C : Matrix n k ℝ) : Matrix n n ℝ :=
  (virtualProjector S C)ᵀ * S * virtualProjector S C

variable [DecidableEq k] {S : Matrix n n ℝ} {C : Matrix n k ℝ}

/-- For orthonormal occupied orbitals, projecting twice is the same as projecting once. -/
theorem virtualProjector_idempotent (hC : Cᵀ * S * C = 1) :
    virtualProjector S C * virtualProjector S C = virtualProjector S C := by
  -- the occupied part `C Cᵀ S` is itself idempotent
  have h : C * Cᵀ * S * (C * Cᵀ * S) = C * Cᵀ * S := by
    calc C * Cᵀ * S * (C * Cᵀ * S) = C * (Cᵀ * S * C) * (Cᵀ * S) := by
          simp only [Matrix.mul_assoc]
      _ = C * Cᵀ * S := by rw [hC, Matrix.mul_one, Matrix.mul_assoc]
  simp only [virtualProjector, Matrix.sub_mul, Matrix.mul_sub, Matrix.one_mul,
    Matrix.mul_one, h]
  abel

/-- Every projected atomic orbital is orthogonal, in the metric `S`, to every occupied orbital. -/
theorem occupied_orthogonal (hC : Cᵀ * S * C = 1) :
    Cᵀ * S * virtualProjector S C = 0 := by
  have h : Cᵀ * S * (C * Cᵀ * S) = (Cᵀ * S * C) * (Cᵀ * S) := by
    simp only [Matrix.mul_assoc]
  rw [virtualProjector, Matrix.mul_sub, Matrix.mul_one, h, hC, Matrix.one_mul, sub_self]

/-- The projector annihilates the occupied orbitals. -/
theorem virtualProjector_mul_occupied (hC : Cᵀ * S * C = 1) :
    virtualProjector S C * C = 0 := by
  have h : C * Cᵀ * S * C = C * (Cᵀ * S * C) := by
    simp only [Matrix.mul_assoc]
  rw [virtualProjector, Matrix.sub_mul, Matrix.one_mul, h, hC, Matrix.mul_one, sub_self]

/-- For a symmetric overlap `S`, the overlap of the projected atomic orbitals is `S Q`. -/
theorem paoOverlap_eq (hS : Sᵀ = S) (hC : Cᵀ * S * C = 1) :
    paoOverlap S C = S * virtualProjector S C := by
  have hQ : (virtualProjector S C)ᵀ = 1 - S * C * Cᵀ := by
    simp [virtualProjector, Matrix.transpose_mul, hS, Matrix.mul_assoc]
  rw [paoOverlap, hQ]
  calc (1 - S * C * Cᵀ) * S * virtualProjector S C
      = S * virtualProjector S C - S * C * (Cᵀ * S * virtualProjector S C) := by
        simp only [Matrix.sub_mul, Matrix.one_mul, Matrix.mul_assoc]
    _ = S * virtualProjector S C := by
        rw [occupied_orthogonal hC, Matrix.mul_zero, sub_zero]

/-- The kernel of the projected-orbital overlap is the column space of the occupied
coefficient matrix `C`. -/
theorem ker_paoOverlap (hS : S.PosDef) (hC : Cᵀ * S * C = 1) :
    LinearMap.ker (paoOverlap S C).mulVecLin = LinearMap.range C.mulVecLin := by
  have hT : Sᵀ = S := by
    have h := hS.isHermitian.eq
    rwa [Matrix.conjTranspose_eq_transpose_of_trivial] at h
  ext x
  rw [LinearMap.mem_ker, LinearMap.mem_range, paoOverlap_eq hT hC]
  simp only [Matrix.mulVecLin_apply]
  constructor
  · intro hx
    rw [← Matrix.mulVec_mulVec] at hx
    -- a vector of zero `S`-norm vanishes
    have hq : virtualProjector S C *ᵥ x = 0 := by
      by_contra hne
      have hpos := hS.dotProduct_mulVec_pos hne
      rw [hx, dotProduct_zero] at hpos
      exact lt_irrefl _ hpos
    refine ⟨(Cᵀ * S) *ᵥ x, ?_⟩
    rw [virtualProjector, Matrix.sub_mulVec, Matrix.one_mulVec, sub_eq_zero] at hq
    rw [Matrix.mulVec_mulVec, ← Matrix.mul_assoc]
    exact hq.symm
  · rintro ⟨y, rfl⟩
    rw [Matrix.mulVec_mulVec, Matrix.mul_assoc, virtualProjector_mul_occupied hC,
      Matrix.mul_zero, Matrix.zero_mulVec]

/-- For a positive definite overlap and `k` orthonormal occupied orbitals in `n` basis functions,
`Q` is idempotent and `S`-orthogonal to the occupied orbitals, and the projected-orbital overlap
has the occupied space as kernel and rank `n - k`. -/
theorem projected_orbitals (hS : S.PosDef) (hC : Cᵀ * S * C = 1) :
    virtualProjector S C * virtualProjector S C = virtualProjector S C ∧
    Cᵀ * S * virtualProjector S C = 0 ∧
    LinearMap.ker (paoOverlap S C).mulVecLin = LinearMap.range C.mulVecLin ∧
    (paoOverlap S C).rank + Fintype.card k = Fintype.card n := by
  refine ⟨virtualProjector_idempotent hC, occupied_orthogonal hC, ker_paoOverlap hS hC, ?_⟩
  -- `Cᵀ S` is a left inverse of `C`, so the occupied space has dimension `k`
  have hinj : Function.Injective C.mulVecLin := by
    intro y z hyz
    simp only [Matrix.mulVecLin_apply] at hyz
    have h := congrArg (fun v => (Cᵀ * S) *ᵥ v) hyz
    simpa only [Matrix.mulVec_mulVec, hC, Matrix.one_mulVec] using h
  have h := LinearMap.finrank_range_add_finrank_ker (paoOverlap S C).mulVecLin
  rw [ker_paoOverlap hS hC, LinearMap.finrank_range_of_inj hinj] at h
  simp only [Module.finrank_fintype_fun_eq_card] at h
  exact h

/-- For symmetric `S` and `S`-orthonormal columns of `C`, the quadratic form of `S` at `x - C y` is
the projected-overlap quadratic form at `x` plus the squared distance between `y` and the occupied
components `Cᵀ S x`. -/
theorem residual_norm (hS : Sᵀ = S) (hC : Cᵀ * S * C = 1) (x : n → ℝ) (y : k → ℝ) :
    (x - C *ᵥ y) ⬝ᵥ S *ᵥ (x - C *ᵥ y) =
      x ⬝ᵥ paoOverlap S C *ᵥ x +
        ((Cᵀ * S) *ᵥ x - y) ⬝ᵥ ((Cᵀ * S) *ᵥ x - y) := by
  have h1 : ∀ v : k → ℝ, x ⬝ᵥ (S * C) *ᵥ v = ((Cᵀ * S) *ᵥ x) ⬝ᵥ v := by
    intro v
    rw [Matrix.dotProduct_mulVec, ← Matrix.mulVec_transpose, Matrix.transpose_mul, hS]
  have h2 : ∀ w : n → ℝ, (C *ᵥ y) ⬝ᵥ w = y ⬝ᵥ Cᵀ *ᵥ w := by
    intro w
    rw [Matrix.dotProduct_mulVec y, Matrix.vecMul_transpose]
  have e : paoOverlap S C = S - (S * C) * (Cᵀ * S) := by
    rw [paoOverlap_eq hS hC, virtualProjector, Matrix.mul_sub, Matrix.mul_one]
    simp only [Matrix.mul_assoc]
  -- the three terms containing the occupied combination, and the projected form
  have a1 : x ⬝ᵥ S *ᵥ (C *ᵥ y) = ((Cᵀ * S) *ᵥ x) ⬝ᵥ y := by
    rw [Matrix.mulVec_mulVec, h1]
  have a2 : (C *ᵥ y) ⬝ᵥ S *ᵥ x = y ⬝ᵥ (Cᵀ * S) *ᵥ x := by
    rw [h2, Matrix.mulVec_mulVec]
  have a3 : (C *ᵥ y) ⬝ᵥ S *ᵥ (C *ᵥ y) = y ⬝ᵥ y := by
    rw [h2, Matrix.mulVec_mulVec, Matrix.mulVec_mulVec, hC, Matrix.one_mulVec]
  have a4 : x ⬝ᵥ paoOverlap S C *ᵥ x =
      x ⬝ᵥ S *ᵥ x - ((Cᵀ * S) *ᵥ x) ⬝ᵥ ((Cᵀ * S) *ᵥ x) := by
    rw [e, Matrix.sub_mulVec, dotProduct_sub, ← Matrix.mulVec_mulVec, h1]
  rw [a4]
  simp only [Matrix.mulVec_sub, sub_dotProduct, dotProduct_sub, a1, a2, a3]
  ring

/-- Two basis functions with overlap `1/2`, the first of them occupied, meet the hypotheses, and
their projected-orbital overlap is `diag(0, 3/4)`. -/
theorem projected_orbitals_witness :
    (!![1, 1/2; 1/2, 1] : Matrix (Fin 2) (Fin 2) ℝ).PosDef ∧
    (!![1; 0] : Matrix (Fin 2) (Fin 1) ℝ)ᵀ * (!![1, 1/2; 1/2, 1] : Matrix (Fin 2) (Fin 2) ℝ) *
      (!![1; 0] : Matrix (Fin 2) (Fin 1) ℝ) = 1 ∧
    paoOverlap !![1, 1/2; 1/2, 1] (!![1; 0] : Matrix (Fin 2) (Fin 1) ℝ) = !![0, 0; 0, 3/4] := by
  refine ⟨?_, ?_, ?_⟩
  · rw [Matrix.posDef_iff_dotProduct_mulVec]
    refine ⟨?_, fun x hx => ?_⟩
    · ext i j
      fin_cases i <;> fin_cases j <;> simp
    · have e : star x ⬝ᵥ (!![1, 1/2; 1/2, 1] : Matrix (Fin 2) (Fin 2) ℝ) *ᵥ x =
          x 0 ^ 2 + x 0 * x 1 + x 1 ^ 2 := by
        simp [dotProduct, Matrix.mulVec, Fin.sum_univ_two]
        ring
      rw [e]
      by_cases h0 : x 0 = 0
      · have h1 : x 1 ≠ 0 := by
          intro h1
          apply hx
          ext i
          fin_cases i
          · exact h0
          · exact h1
        rw [h0]
        have : 0 < x 1 ^ 2 := by positivity
        linarith
      · have : 0 < x 0 ^ 2 := by positivity
        nlinarith [sq_nonneg (x 0 + 2 * x 1)]
  · ext i j
    fin_cases i
    fin_cases j
    simp [Matrix.mul_apply, Fin.sum_univ_succ]
  · have hP : (!![1; 0] : Matrix (Fin 2) (Fin 1) ℝ) * (!![1; 0] : Matrix (Fin 2) (Fin 1) ℝ)ᵀ =
        !![1, 0; 0, 0] := by
      ext i j
      rw [Matrix.mul_apply]
      fin_cases i <;> fin_cases j <;> simp
    -- the projector as an explicit matrix
    have hQ : virtualProjector !![1, 1/2; 1/2, 1] (!![1; 0] : Matrix (Fin 2) (Fin 1) ℝ) =
        !![0, -1/2; 0, 1] := by
      rw [virtualProjector, hP, Matrix.mul_fin_two]
      ext i j
      fin_cases i <;> fin_cases j <;> norm_num [Matrix.one_apply]
    have hT : (!![0, -1/2; 0, 1] : Matrix (Fin 2) (Fin 2) ℝ)ᵀ = !![0, 0; -1/2, 1] := by
      ext i j
      fin_cases i <;> fin_cases j <;> simp
    rw [paoOverlap, hQ, hT, Matrix.mul_fin_two, Matrix.mul_fin_two]
    ext i j
    fin_cases i <;> fin_cases j <;> norm_num

end

end ProjectedAtomicOrbitals
```

```lean
#print axioms ProjectedAtomicOrbitals.projected_orbitals
#print axioms ProjectedAtomicOrbitals.residual_norm
```

```
'ProjectedAtomicOrbitals.projected_orbitals' depends on axioms: [propext, Classical.choice, Quot.sound]
'ProjectedAtomicOrbitals.residual_norm' depends on axioms: [propext, Classical.choice, Quot.sound]
```

### How the proof follows the algebra

`virtualProjector_idempotent`, `occupied_orthogonal` and `virtualProjector_mul_occupied` prove $Q^2=Q$, $C^TSQ=0$ and $QC=0$. Each regroups a product until $C^TSC$ stands together, and then replaces it by the identity using `hC`. `paoOverlap_eq` computes $Q^T$ from the symmetry of $S$ and reduces $Q^TSQ$ to $SQ$.

`ker_paoOverlap` proves the two inclusions separately. In the forward direction it assumes $Qx\neq0$; `hS.dotProduct_mulVec_pos` then makes the squared norm of $Qx$ positive, while $SQx=0$ makes it zero. With $Qx=0$ established, the proof supplies `(Cᵀ * S) *ᵥ x` as the coefficient vector that reproduces $x$. The reverse direction uses $QC=0$.

In `residual_norm`, the facts `a1`, `a2` and `a3` evaluate the terms of the expanded square that contain $Cy$, `a4` evaluates the projected quadratic form, and `ring` combines them.

### From the kernel to the rank in Lean

The rank count turns on `LinearMap.finrank_range_add_finrank_ker`, Mathlib's rank–nullity theorem. Applied to the projected overlap, it says that the dimensions of the range and the kernel add up to the dimension of the whole space. Mathlib defines the rank of a matrix as the dimension of the range of its `mulVecLin`, so the first term is already the rank we want.

The second term is the dimension of a kernel. Since `ker_paoOverlap` is an equality of subspaces, and not merely a statement about individual vectors, `rw` can put the range of $C$ in its place. `LinearMap.finrank_range_of_inj` then uses the injectivity of $C$ to turn that dimension into the dimension of the coefficient space, which is $k$. No eigenvectors are computed and no basis of the kernel is chosen.

### Two functions with overlap one half

The theorem `projected_orbitals_witness` checks a concrete case. Two normalised basis functions have overlap $1/2$, and the first is occupied:
$$S=\begin{pmatrix}1&\tfrac12\\\tfrac12&1\end{pmatrix},\quad C=\begin{pmatrix}1\\0\end{pmatrix},\quad Q=\begin{pmatrix}0&-\tfrac12\\0&1\end{pmatrix},\quad Q^TSQ=\begin{pmatrix}0&0\\0&\tfrac34\end{pmatrix}.$$
The first projected orbital is zero, because its parent function is the occupied orbital. The second keeps squared norm $1-\tfrac14=\tfrac34$.

Positive definiteness is checked through the form $x_0^2+x_0x_1+x_1^2=\tfrac34x_0^2+\tfrac14(x_0+2x_1)^2$. The proof treats $x_0=0$ and $x_0\neq0$ separately, then computes the matrices entry by entry.

### A duplicated basis function breaks the count

Suppose the same normalised function is entered twice, with the first copy occupied. Then
$$S=\begin{pmatrix}1&1\\1&1\end{pmatrix},\qquad C=\begin{pmatrix}1\\0\end{pmatrix},\qquad Q=\begin{pmatrix}0&-1\\0&1\end{pmatrix}.$$
Orthonormality still holds, since $C^TSC=1$, but $S$ is only positive semidefinite: the vector $(1,-1)^T$ has norm zero. Here $SQ=0$, so the projected overlap is the zero matrix. Its kernel is the whole plane and not the column space of $C$, and its rank is $0$, where $n-k=1$. The extra null vector comes from the linear dependence in the basis, which has to be removed before the zero eigenvalues count occupied orbitals alone.
